# For anti-Hermitian A, the derivative of Re⟨φ, Hφ⟩ along φ = exp(tA)ψ is Re⟨φ, [H, A]φ⟩

A trial vector φ = exp(tA)ψ is moved through a complex Hilbert space by a bounded anti-Hermitian generator A, and the lemma gives the slope of the energy Re⟨φ, Hφ⟩ at every real t as Re⟨φ, [H, A]φ⟩. The operator H is bounded but need not be self-adjoint, which is why real parts appear. The vector ψ is not assumed normalised; for nonzero ψ, dividing both quantities by ‖ψ‖², which equals ‖φ‖² at every t, gives the real parts of the normalised expectation values. The proof first shows that φ has derivative Aφ, then applies the product rule to the inner product and uses the adjoint relation to move A from the bra to the ket.

The first attempt, which Lean rejects:

```lean
import Mathlib

open ContinuousLinearMap

namespace HasDerivAtEnergy

noncomputable section

variable {E : Type*} [NormedAddCommGroup E] [InnerProductSpace ℂ E] [CompleteSpace E]

/-- The trial state `exp(tA) ψ` reached from `ψ` after a step of length `t` along `A`. -/
def evolve (A : E →L[ℂ] E) (ψ : E) (t : ℝ) : E :=
  NormedSpace.exp ((t : ℂ) • A) ψ

/-- The real part of the inner product `⟨φ, H φ⟩` for the trial vector `φ = exp(tA) ψ`. When `φ` has
norm one, this is the real part of the expectation value of `H`. -/
def energy (H A : E →L[ℂ] E) (ψ : E) (t : ℝ) : ℝ :=
  (inner ℂ (evolve A ψ t) (H (evolve A ψ t))).re

/-- Along an anti-Hermitian generator `A`, the slope of the energy at every step length is the real
part of `⟨φ, [H, A] φ⟩`, where `φ = exp(tA) ψ` is the current vector. -/
theorem hasDerivAt_energy (H : E →L[ℂ] E) {A : E →L[ℂ] E} (hA : adjoint A = -A)
    (ψ : E) (t : ℝ) :
    HasDerivAt (energy H A ψ) (energy (H * A - A * H) A ψ t) t := by
  -- the trial state obeys `dψ/dt = A ψ`
  have hv : HasDerivAt (evolve A ψ) (A (evolve A ψ t)) t := by
    have h1 := (hasDerivAt_exp_smul_const' A (t : ℂ)).clm_apply
      (hasDerivAt_const (t : ℂ) ψ)
    have h2 := HasDerivAt.scomp t h1 Complex.ofRealCLM.hasDerivAt
    convert h2 using 1
    simp [evolve]
  have hw : HasDerivAt (fun s => H (evolve A ψ s)) (H (A (evolve A ψ t))) t :=
    (H.restrictScalars ℝ).hasFDerivAt.comp_hasDerivAt t hv
  have h3 := Complex.reCLM.hasFDerivAt.comp_hasDerivAt t (HasDerivAt.inner ℂ hv hw)
  -- move `A` from the bra to the ket
  have h4 := adjoint_inner_left A (H (evolve A ψ t)) (evolve A ψ t)
  rw [hA, neg_apply, inner_neg_left] at h4
  refine HasDerivAt.congr_deriv h3 ?_
  change (inner ℂ (evolve A ψ t) (H (A (evolve A ψ t))) +
    inner ℂ (A (evolve A ψ t)) (H (evolve A ψ t))).re =
    (inner ℂ (evolve A ψ t) (H (A (evolve A ψ t)) - A (H (evolve A ψ t)))).re
  rw [inner_sub_right, ← h4, sub_neg_eq_add]

end

end HasDerivAtEnergy
```

Compiling this gives:

```
Main.lean:31:4: error: `simp` made no progress
```

Cause. The error arises in proving `hv`, the derivative of the trial state. There `h2` concerns a composition: the exponential applied to `ψ`, as a function of a complex variable, after the embedding of the reals. The goal names the function `evolve A ψ` instead. `convert h2 using 1` therefore leaves an equation between these two functions, besides the one between the derivatives. In the function equation `evolve` lacks its last argument `t`, while `simp [evolve]` unfolds the definition only when all three arguments are present. It finds nothing else to rewrite either, hence "`simp` made no progress".

The repair uses `HasDerivAt.congr_deriv` with `f := evolve A ψ`. Lean now checks `h2` against that function by unfolding definitions, and the two agree, so no function equation is left to prove. Only the equality of derivative values remains. There `evolve A ψ t` has all its arguments, and the unchanged `simp [evolve]` can unfold it and close the goal.

Lean accepts the file once it reads:

```diff
@@ -28,5 +28,5 @@
       (hasDerivAt_const (t : ℂ) ψ)
     have h2 := HasDerivAt.scomp t h1 Complex.ofRealCLM.hasDerivAt
-    convert h2 using 1
+    refine HasDerivAt.congr_deriv (f := evolve A ψ) h2 ?_
     simp [evolve]
   have hw : HasDerivAt (fun s => H (evolve A ψ s)) (H (A (evolve A ψ t))) t :=
```
